# The configurational partition function of one real coordinate is positive when the Boltzmann weight is integrable

For a system with one real coordinate x and potential energy U(x), the configurational partition function Z is the integral of the Boltzmann weight exp(-βU(x)) over the whole line. The theorem `partitionFn_pos` states that Z > 0 whenever this weight is integrable; β may be any real number, and nothing else is assumed of U. The attempt first shows that the weight is nowhere zero, so that its support is the whole line. It then tries to rewrite the goal with a Mathlib lemma by which a non-negative integrable function has a positive integral exactly when its support has positive measure.

As first written in Lean, the proof fails:

```lean
import Mathlib

open MeasureTheory Set

namespace PartitionFnPos

noncomputable section

/-- The Boltzmann weight `exp(-β U(x))` of the configuration `x`. -/
def boltzmann (β : ℝ) (U : ℝ → ℝ) (x : ℝ) : ℝ := Real.exp (-β * U x)

/-- The configurational partition function `Z`, for an integrable Boltzmann weight. -/
def partitionFn (β : ℝ) (U : ℝ → ℝ) : ℝ := ∫ x, boltzmann β U x

variable {β : ℝ} {U ξ ξ' η η' : ℝ → ℝ}

/-- The partition function of an integrable Boltzmann weight is positive. -/
theorem partitionFn_pos (hi : Integrable (boltzmann β U)) : 0 < partitionFn β U := by
  have hsupp : Function.support (boltzmann β U) = univ := by
    ext x
    simp [boltzmann, Real.exp_ne_zero]
  unfold partitionFn
  rw [integral_pos_iff_support_of_nonneg (fun x => (Real.exp_pos _).le) hi, hsupp]
  simp

end

end PartitionFnPos
```

The error:

```
Main.lean:23:6: error: Tactic `rewrite` failed: Did not find an occurrence of the pattern
  @LT.lt ℝ Real.instLT 0 (∫ (x : ℝ), Real.exp (-β * U x))
in the target expression
  @LT.lt ℝ Real.instLT 0 (∫ (x : ℝ), boltzmann β U x)

β : ℝ
U : ℝ → ℝ
hi : Integrable (boltzmann β U) volume
hsupp : Function.support (boltzmann β U) = univ
⊢ 0 < ∫ (x : ℝ), boltzmann β U x
```

The mended proof, as a diff:

```diff
@@ -21,5 +21,7 @@
     simp [boltzmann, Real.exp_ne_zero]
   unfold partitionFn
-  rw [integral_pos_iff_support_of_nonneg (fun x => (Real.exp_pos _).le) hi, hsupp]
+  have hnonneg : 0 ≤ boltzmann β U := fun x => (Real.exp_pos (-β * U x)).le
+  refine (integral_pos_iff_support_of_nonneg hnonneg hi).mpr ?_
+  rw [hsupp]
   simp
 
```

What went wrong. The error says that `rw` looked for an integral of `Real.exp (-β * U x)`, while the goal has an integral of `boltzmann β U x`. The two are equal by definition, but `rw` does not unfold an ordinary definition such as `boltzmann` to find its pattern.

The unfolded form came from the non-negativity proof given inline. It is built from `Real.exp_pos` and nothing in it names `boltzmann`, so Lean took the lemma's function to be the exponential. The hypothesis `hi` was still accepted, since that check may unfold the definition.

The repair states non-negativity first, as `hnonneg : 0 ≤ boltzmann β U`. This fixes the lemma's function as `boltzmann β U`, so that its integral matches the goal and its support matches the left side of `hsupp`. Using the lemma through `refine` and `.mpr`, with `rw [hsupp]` on its own line, is mere tidying: with `hnonneg` in place, the original `rw` would match too.
